# Deleting second-neighbour overlaps can destroy positive definiteness on an even ring of orbitals

## Orbitals on a ring and their overlap matrix

Place N real, normalised orbitals on a ring, one per site, and label the sites by integers i modulo N, so that site N − 1 is followed by site 0. The overlap of two orbitals depends only on their distance along the ring: it is 1 on the same site, s between first neighbours, t between second neighbours and 0 beyond. Call the resulting matrix S(s,t). Distance truncation deletes the second-neighbour entries and leaves S(s,0).

A real coefficient vector x describes the combination of orbitals with coefficient x_i on site i. Write x·y for the sum of x_i y_i over the ring. The squared norm of the combination is x·Sx, which must be positive for every x ≠ 0 if the orbitals are linearly independent. This is positive definiteness.

The numerical example has s = 3/5 and t = 1/5. These values are prescribed, not taken from a real material. Normalised box functions, constant over a width of 5/2 site spacings and zero elsewhere, have exactly these overlaps: first neighbours share 3/5 of their width, second neighbours 1/5 and farther ones nothing.

## From a positive spectrum to the eigenvalue −1/5

For even N ≥ 6, every eigenvalue of S(3/5,1/5) is at least 3/20, while S(3/5,0) has the eigenvalue −1/5.

For N ≥ 5 the sites i, i ± 1 and i ± 2 are distinct, so

(Sx)_i = x_i + s(x_{i+1} + x_{i−1}) + t(x_{i+2} + x_{i−2}).

Let A, B and C be the sums over i of x_i², x_i x_{i+1} and x_i x_{i+2}. Shifting the summation index around the ring changes no sum, hence

x·Sx = A + 2sB + 2tC.

For any number c, the same shifts give

Σ_i (x_{i+1} + x_{i−1} + c x_i)² = (2 + c²)A + 4cB + 2C.

Take t ≠ 0, choose c = s/(2t) and multiply by t. The right-hand side becomes (2t + s²/(4t))A + 2sB + 2tC, and therefore

x·Sx = (1 − 2t − s²/(4t)) x·x + t Σ_i (x_{i+1} + x_{i−1} + (s/(2t)) x_i)².

If t > 0, the last term is nonnegative. For an eigenvector v with eigenvalue μ, the left side is μ v·v, and dividing by v·v > 0 gives

μ ≥ 1 − 2t − s²/(4t).

For the example the bound is 1 − 2/5 − 9/20 = 3/20.

Now let N be even and take the alternating wave w_i = (−1)^i. Its first neighbours carry the opposite sign and its second neighbours the same sign, so

S(s,t)w = (1 − 2s + 2t)w.

With s = 3/5 this eigenvalue is 1/5 for t = 1/5 and −1/5 for t = 0. For the coefficient vector x = w/√N, which has x·x = 1, the value of x·Sx is thus 1/5 before truncation and −1/5 after it. A negative value cannot be the squared norm of any combination of orbitals.

The smallest even ring allowed, N = 6, shows the whole spectrum. Plane waves with phase step k = 2πm/6 give the eigenvalues 1 + (6/5)cos k + (2/5)cos 2k:

- before truncation: 13/5, 7/5 (twice), 1/5 (three times);
- after truncation: 11/5, 8/5 (twice), 2/5 (twice), −1/5.

On this ring a single mode spoils the truncated matrix; longer rings can have several negative eigenvalues.

In electronic-structure codes with non-orthogonal orbitals, Cholesky factorisation and symmetric orthogonalisation of the overlap matrix both require positive definiteness; this uniform ring with one orbital per site shows that discarding overlaps by distance can remove it when the discarded entries are still appreciable.

## The matrix and the wave in Lean

```lean
import Mathlib

open Matrix

namespace RingOverlapTruncation

noncomputable section
```

The sites are the elements of `ZMod N`, whose addition wraps around the ring. The parameters `s` and `t` are arbitrary real numbers, and truncation is the replacement of `t` by `0`.

```lean
/-- Overlap matrix of a ring of `N` orbitals: diagonal `1`, first-neighbour entries `s`,
second-neighbour entries `t`, zeros elsewhere. Distance truncation replaces `t` by `0`. -/
def ringOverlap (N : ℕ) (s t : ℝ) : Matrix (ZMod N) (ZMod N) ℝ :=
  Matrix.of fun i j =>
    if j = i then 1 else if j = i + 1 ∨ j = i - 1 then s
    else if j = i + 2 ∨ j = i - 2 then t else 0
```

The alternating wave uses the representative `i.val` between 0 and N − 1. On an odd ring its signs would fail to alternate between the last site and the first.

```lean
/-- The wave whose coefficients are `1, -1, 1, -1, ...` along the ring. -/
def alternatingWave (N : ℕ) : ZMod N → ℝ := fun i => (-1) ^ i.val
```

## Action on a coefficient vector

The product `*ᵥ` is matrix times vector. The next theorem is the formula for (Sx)_i. Inside it, `key` evaluates a row with five distinct occupied columns by splitting it into single-column terms. The facts `n1` to `n4` say that 1, 2, 3 and 4 are nonzero modulo N, which makes the five sites distinct.

```lean
variable {N : ℕ} [NeZero N]

/-- On a ring of at least five orbitals, the overlap matrix combines the coefficient on each
site with those on its two first and two second neighbours. -/
theorem ringOverlap_mulVec (hN : 5 ≤ N) (s t : ℝ) (x : ZMod N → ℝ) (i : ZMod N) :
    (ringOverlap N s t *ᵥ x) i =
      x i + s * (x (i + 1) + x (i - 1)) + t * (x (i + 2) + x (i - 2)) := by
  -- a row with five distinct occupied columns
  have key : ∀ a b c d e : ZMod N, a ≠ b → a ≠ c → a ≠ d → a ≠ e → b ≠ c → b ≠ d → b ≠ e →
      c ≠ d → c ≠ e → d ≠ e →
      ∑ j, (if j = a then 1 else if j = b ∨ j = c then s
        else if j = d ∨ j = e then t else 0) * x j
        = x a + s * (x b + x c) + t * (x d + x e) := by
    intro a b c d e ab ac ad ae bc bd be cd ce de
    have h : ∀ j, (if j = a then 1 else if j = b ∨ j = c then s
        else if j = d ∨ j = e then t else 0) * x j
        = (if j = a then x j else 0)
          + s * ((if j = b then x j else 0) + (if j = c then x j else 0))
          + t * ((if j = d then x j else 0) + (if j = e then x j else 0)) := by
      intro j
      by_cases h1 : j = a
      · subst h1; simp [ab, ac, ad, ae]
      by_cases h2 : j = b
      · subst h2; simp [h1, bc, bd, be]
      by_cases h3 : j = c
      · subst h3; simp [h1, h2, cd, ce]
      by_cases h4 : j = d
      · subst h4; simp [h1, h2, h3, de]
      by_cases h5 : j = e
      · subst h5; simp [h1, h2, h3, h4]
      simp [h1, h2, h3, h4, h5]
    rw [Finset.sum_congr rfl (fun j _ => h j)]
    simp only [Finset.sum_add_distrib, ← Finset.mul_sum, Finset.sum_ite_eq',
      Finset.mem_univ, if_true]
  -- the five sites are distinct because the ring is long enough
  have nz : ∀ k : ℕ, 0 < k → k < 5 → (k : ZMod N) ≠ 0 := fun k hk hk5 h0 => by
    have := Nat.le_of_dvd hk ((CharP.cast_eq_zero_iff (ZMod N) N k).mp h0)
    omega
  have n1 : (1 : ZMod N) ≠ 0 := by exact_mod_cast nz 1 (by omega) (by omega)
  have n2 : (2 : ZMod N) ≠ 0 := by exact_mod_cast nz 2 (by omega) (by omega)
  have n3 : (3 : ZMod N) ≠ 0 := by exact_mod_cast nz 3 (by omega) (by omega)
  have n4 : (4 : ZMod N) ≠ 0 := by exact_mod_cast nz 4 (by omega) (by omega)
  exact key i (i + 1) (i - 1) (i + 2) (i - 2)
    (fun h => n1 (by linear_combination -h)) (fun h => n1 (by linear_combination h))
    (fun h => n2 (by linear_combination -h)) (fun h => n2 (by linear_combination h))
    (fun h => n2 (by linear_combination h)) (fun h => n1 (by linear_combination -h))
    (fun h => n3 (by linear_combination h)) (fun h => n3 (by linear_combination -h))
    (fun h => n1 (by linear_combination h)) (fun h => n4 (by linear_combination h))
```

## Completing the square around the ring

Shifting a summation index is a permutation of the sites.

```lean
/-- A sum over all sites of the ring does not change when every site is shifted by `k`. -/
theorem sum_shift (f : ZMod N → ℝ) (k : ZMod N) : ∑ i, f (i + k) = ∑ i, f i :=
  Equiv.sum_comp (Equiv.addRight k) f
```

The dot product `⬝ᵥ` is x·y, so the following theorem is the sum-of-squares identity derived above. The facts `p1` to `p4` are the required index shifts. The identity `e` completes the square at each site and leaves four differences, each of which sums to zero around the ring; the final `linear_combination` removes them.

```lean
/-- For `t ≠ 0` and at least five orbitals, the squared norm `x · S x` is a multiple of `x · x`
plus `t` times a sum of squares. -/
theorem overlap_sum_of_squares (hN : 5 ≤ N) (s : ℝ) {t : ℝ} (ht : t ≠ 0) (x : ZMod N → ℝ) :
    x ⬝ᵥ (ringOverlap N s t *ᵥ x) = (1 - 2 * t - s ^ 2 / (4 * t)) * (x ⬝ᵥ x)
      + t * ∑ i, (x (i + 1) + x (i - 1) + s / (2 * t) * x i) ^ 2 := by
  have p1 : ∑ i, x (i + 1) * x (i + 1) = ∑ i, x i * x i := sum_shift (fun i => x i * x i) 1
  have p2 : ∑ i, x (i - 1) * x (i - 1) = ∑ i, x i * x i := by
    simpa only [sub_eq_add_neg] using sum_shift (fun i => x i * x i) (-1)
  have p3 : ∑ i, x (i + 1) * x (i - 1) = ∑ i, x i * x (i + 2) := by
    rw [← sum_shift (fun i => x (i + 1) * x (i - 1)) 1]
    refine Finset.sum_congr rfl fun i _ => ?_
    show x (i + 1 + 1) * x (i + 1 - 1) = x i * x (i + 2)
    rw [show i + 1 + 1 = i + 2 by ring, show i + 1 - 1 = i by ring, mul_comm]
  have p4 : ∑ i, x (i + 1) * x (i - 1) = ∑ i, x i * x (i - 2) := by
    rw [← sum_shift (fun i => x (i + 1) * x (i - 1)) (-1)]
    refine Finset.sum_congr rfl fun i _ => ?_
    show x (i + -1 + 1) * x (i + -1 - 1) = x i * x (i - 2)
    rw [show i + -1 + 1 = i by ring, show i + -1 - 1 = i - 2 by ring]
  -- complete the square site by site; the remainder sums to zero around the ring
  have e : ∀ i, x i * (ringOverlap N s t *ᵥ x) i =
      (1 - 2 * t - s ^ 2 / (4 * t)) * (x i * x i)
      + t * (x (i + 1) + x (i - 1) + s / (2 * t) * x i) ^ 2
      + t * (x i * x (i + 2) - x (i + 1) * x (i - 1))
      + t * (x i * x (i - 2) - x (i + 1) * x (i - 1))
      + t * (x i * x i - x (i + 1) * x (i + 1))
      + t * (x i * x i - x (i - 1) * x (i - 1)) := by
    intro i
    rw [ringOverlap_mulVec hN]
    field_simp
    ring
  unfold dotProduct
  rw [Finset.sum_congr rfl (fun i _ => e i)]
  simp only [Finset.sum_add_distrib, ← Finset.mul_sum, Finset.sum_sub_distrib]
  linear_combination -t * p1 - t * p2 - t * p3 - t * p4
```

The eigenvalue bound also needs x·x > 0 for a nonzero vector.

```lean
/-- A nonzero real coefficient vector has positive `x · x`. -/
theorem dot_self_pos {x : ZMod N → ℝ} (hx : x ≠ 0) : 0 < x ⬝ᵥ x :=
  lt_of_le_of_ne (Finset.sum_nonneg fun i _ => mul_self_nonneg (x i))
    (fun h => hx (dotProduct_self_eq_zero.mp h.symm))
```

An eigenvalue enters as a real `μ` with a nonzero real vector `v` satisfying Sv = μv. This loses nothing, since a real symmetric matrix has only real eigenvalues, and each of them has a real eigenvector. The proof inserts the eigenvalue equation into the identity, discards the nonnegative squares and cancels v·v.

```lean
/-- For `t > 0` and at least five orbitals, every eigenvalue of the overlap matrix is at least
`1 - 2t - s²/(4t)`. -/
theorem eigenvalue_lower_bound (hN : 5 ≤ N) {s t μ : ℝ} (ht : 0 < t) {v : ZMod N → ℝ}
    (hv : v ≠ 0) (h : ringOverlap N s t *ᵥ v = μ • v) :
    1 - 2 * t - s ^ 2 / (4 * t) ≤ μ := by
  have q := overlap_sum_of_squares hN s ht.ne' v
  rw [h, dotProduct_smul, smul_eq_mul] at q
  have r : 0 ≤ t * ∑ i, (v (i + 1) + v (i - 1) + s / (2 * t) * v i) ^ 2 := by positivity
  exact le_of_mul_le_mul_right (by linarith) (dot_self_pos hv)
```

## The alternating eigenvector

Here evenness enters. The fact `c` shows that the wave at any natural number k, reduced modulo N, is (−1)^k, and `f` deduces that one step flips the sign, including the step from the last site to the first. Four such sign flips then yield the eigenvalue.

```lean
/-- On an even ring of at least five orbitals, the alternating wave is an eigenvector of the
overlap matrix with eigenvalue `1 - 2s + 2t`. -/
theorem alternatingWave_eigen (hN : 5 ≤ N) (hE : Even N) (s t : ℝ) :
    ringOverlap N s t *ᵥ alternatingWave N = (1 - 2 * s + 2 * t) • alternatingWave N := by
  have c : ∀ k : ℕ, alternatingWave N (k : ZMod N) = (-1) ^ k := by
    intro k
    unfold alternatingWave
    rw [ZMod.val_natCast]
    conv_rhs => rw [← Nat.mod_add_div k N, pow_add, pow_mul, hE.neg_one_pow, one_pow, mul_one]
  -- one step along the ring flips the sign, also across the seam
  have f : ∀ i, alternatingWave N (i + 1) = -alternatingWave N i := by
    intro i
    have hi : i + 1 = ((i.val + 1 : ℕ) : ZMod N) := by
      rw [Nat.cast_add, Nat.cast_one, ZMod.natCast_zmod_val]
    rw [hi, c, pow_succ]
    simp [alternatingWave]
  ext i
  have a1 := f i
  have a2 := f (i - 1)
  have a3 := f (i + 1)
  have a4 := f (i - 2)
  rw [show i - 1 + 1 = i by ring] at a2
  rw [show i + 1 + 1 = i + 2 by ring] at a3
  rw [show i - 2 + 1 = i - 1 by ring] at a4
  rw [ringOverlap_mulVec hN, Pi.smul_apply, smul_eq_mul]
  linear_combination (s - t) * a1 + (s - t) * a2 + t * a3 + t * a4
```

## Truncation for a range of overlaps

The example belongs to a family: s ≥ 1/2 and s² < 4t(1 − 2t). The second condition forces t > 0 and makes the coefficient of x·x in the identity positive. The first makes the truncated eigenvalue 1 − 2s zero or negative. At s = 1/2 it is exactly zero, which already excludes positive definiteness.

Mathlib's `PosDef` includes symmetry of the matrix, proved as `herm`. Positivity then follows from the sum of squares, and its failure after truncation from the alternating wave.

```lean
/-- On an even ring of at least five orbitals with `s ≥ 1/2` and `s² < 4t(1 - 2t)`, the overlap
matrix is positive definite, and deleting its second-neighbour entries destroys this. -/
theorem truncation_destroys_posDef (hN : 5 ≤ N) (hE : Even N) {s t : ℝ} (hs : 1 / 2 ≤ s)
    (hst : s ^ 2 < 4 * t * (1 - 2 * t)) :
    (ringOverlap N s t).PosDef ∧ ¬ (ringOverlap N s 0).PosDef := by
  have ht : 0 < t := by
    by_contra h
    nlinarith [sq_nonneg s, sq_nonneg t]
  constructor
  · have herm : (ringOverlap N s t).IsHermitian := by
      refine Matrix.IsHermitian.ext fun i j => ?_
      have e : ∀ k : ZMod N, (i = j + k ∨ i = j - k) ↔ (j = i + k ∨ j = i - k) := by
        intro k
        constructor <;> rintro (h | h)
        · exact Or.inr (by linear_combination -h)
        · exact Or.inl (by linear_combination -h)
        · exact Or.inr (by linear_combination -h)
        · exact Or.inl (by linear_combination -h)
      simp only [ringOverlap, Matrix.of_apply, star_trivial, e 1, e 2, eq_comm (a := i) (b := j)]
    refine Matrix.posDef_iff_dotProduct_mulVec.mpr ⟨herm, ?_⟩
    intro x hx
    rw [star_trivial, overlap_sum_of_squares hN s ht.ne' x]
    have m : 0 < 1 - 2 * t - s ^ 2 / (4 * t) := by
      rw [sub_pos, div_lt_iff₀ (by positivity)]
      linarith
    have r : 0 ≤ t * ∑ i, (x (i + 1) + x (i - 1) + s / (2 * t) * x i) ^ 2 := by positivity
    linarith [mul_pos m (dot_self_pos hx)]
  · -- the alternating wave has no positive squared norm after truncation
    intro h
    have hw : alternatingWave N ≠ 0 := fun h0 => by
      have := congrFun h0 0
      simp [alternatingWave] at this
    have p := h.dotProduct_mulVec_pos hw
    rw [star_trivial, alternatingWave_eigen hN hE, dotProduct_smul, smul_eq_mul] at p
    nlinarith [dot_self_pos hw]
```

Setting s = 3/5 and t = 1/5 gives the numerical result. Its five parts are the bound 3/20 on every eigenvalue, positive definiteness before truncation, the wave being nonzero, its eigenvalue −1/5 after truncation, and the loss of positive definiteness.

```lean
/-- On an even ring of at least six orbitals with overlaps `1, 3/5, 1/5`, all eigenvalues are at
least `3/20` and the matrix is positive definite. Deleting the `1/5` entries gives the nonzero
alternating wave the eigenvalue `-1/5`, and positive definiteness is lost. -/
theorem neglecting_second_neighbours (hN : 6 ≤ N) (hE : Even N) :
    (∀ (μ : ℝ) (v : ZMod N → ℝ), v ≠ 0 →
      ringOverlap N (3 / 5) (1 / 5) *ᵥ v = μ • v → 3 / 20 ≤ μ) ∧
    (ringOverlap N (3 / 5) (1 / 5)).PosDef ∧
    alternatingWave N ≠ 0 ∧
    ringOverlap N (3 / 5) 0 *ᵥ alternatingWave N = (-1 / 5 : ℝ) • alternatingWave N ∧
    ¬ (ringOverlap N (3 / 5) 0).PosDef := by
  have h5 : 5 ≤ N := by omega
  have d := truncation_destroys_posDef (N := N) h5 hE (s := 3 / 5) (t := 1 / 5)
    (by norm_num) (by norm_num)
  refine ⟨fun μ v hv h => ?_, d.1, fun h0 => ?_, ?_, d.2⟩
  · have b := eigenvalue_lower_bound h5 (by norm_num) hv h
    norm_num at b
    linarith
  · have := congrFun h0 0
    simp [alternatingWave] at this
  · rw [alternatingWave_eigen h5 hE]
    norm_num
```

## How much truncation can change a squared norm

The last theorem bounds the change for every real s and t on any ring with N ≥ 5, even or odd:

|x·S(s,t)x − x·S(s,0)x| ≤ 2|t| x·x.

The difference is 2tC. Since Σ_i (x_i ± x_{i+2})² = 2A ± 2C is nonnegative for both signs, |C| ≤ A. In Lean, `b` proves this for a shift by any `k`, `e` writes the difference as `t` times two such correlations, and the `calc` block combines them.

```lean
/-- On a ring of at least five orbitals, deleting the second-neighbour entries `t` changes
`x · S x` by at most `2|t|` times `x · x`. -/
theorem truncation_error_bound (hN : 5 ≤ N) (s t : ℝ) (x : ZMod N → ℝ) :
    |x ⬝ᵥ (ringOverlap N s t *ᵥ x) - x ⬝ᵥ (ringOverlap N s 0 *ᵥ x)|
      ≤ 2 * |t| * (x ⬝ᵥ x) := by
  -- the correlation of `x` with a shifted copy of itself is at most `x · x` in absolute value
  have b : ∀ k : ZMod N, |∑ i, x i * x (i + k)| ≤ ∑ i, x i * x i := by
    intro k
    have q := sum_shift (fun i => x i * x i) k
    have u : 0 ≤ ∑ i, (x i * x i + 2 * (x i * x (i + k)) + x (i + k) * x (i + k)) :=
      Finset.sum_nonneg fun i _ => by nlinarith [sq_nonneg (x i + x (i + k))]
    have w : 0 ≤ ∑ i, (x i * x i - 2 * (x i * x (i + k)) + x (i + k) * x (i + k)) :=
      Finset.sum_nonneg fun i _ => by nlinarith [sq_nonneg (x i - x (i + k))]
    simp only [Finset.sum_add_distrib, Finset.sum_sub_distrib, ← Finset.mul_sum] at u w q
    exact abs_le.mpr ⟨by linarith, by linarith⟩
  have e : x ⬝ᵥ (ringOverlap N s t *ᵥ x) - x ⬝ᵥ (ringOverlap N s 0 *ᵥ x)
      = t * (∑ i, x i * x (i + 2) + ∑ i, x i * x (i + -2)) := by
    unfold dotProduct
    rw [← Finset.sum_sub_distrib, ← Finset.sum_add_distrib, Finset.mul_sum]
    refine Finset.sum_congr rfl fun i _ => ?_
    rw [ringOverlap_mulVec hN, ringOverlap_mulVec hN, ← sub_eq_add_neg i 2]
    ring
  rw [e, abs_mul]
  have c := (abs_add_le (∑ i, x i * x (i + 2)) (∑ i, x i * x (i + -2))).trans
    (add_le_add (b 2) (b (-2)))
  calc |t| * |∑ i, x i * x (i + 2) + ∑ i, x i * x (i + -2)|
      ≤ |t| * (∑ i, x i * x i + ∑ i, x i * x i) := mul_le_mul_of_nonneg_left c (abs_nonneg t)
    _ = 2 * |t| * (x ⬝ᵥ x) := by unfold dotProduct; ring

end

end RingOverlapTruncation
```

It follows that if the lowest eigenvalue of S(s,t) exceeds 2|t|, truncation leaves a positive definite matrix. In the example 2|t| = 2/5, and the eigenvalue of the alternating wave, falling from 1/5 to −1/5, changes by exactly this amount.

```lean
#print axioms RingOverlapTruncation.truncation_destroys_posDef
-- 'RingOverlapTruncation.truncation_destroys_posDef' depends on axioms: [propext, Classical.choice, Quot.sound]
#print axioms RingOverlapTruncation.neglecting_second_neighbours
-- 'RingOverlapTruncation.neglecting_second_neighbours' depends on axioms: [propext, Classical.choice, Quot.sound]
#print axioms RingOverlapTruncation.truncation_error_bound
-- 'RingOverlapTruncation.truncation_error_bound' depends on axioms: [propext, Classical.choice, Quot.sound]
```
